# The tree-level Compton helicity difference vanishes at a photon energy between one and two electron masses, and its inverse-energy-weighted integral is zero

## Two photon energies with opposite signs

A circularly polarised photon hits an electron at rest whose spin points along or against the beam. The total cross section depends on whether the two spins are parallel or antiparallel. Let \(x=\omega/m\) be the photon energy in units of the electron mass (with \(\hbar=c=1\)), let \(r_e\) be the classical electron radius, and write the difference at lowest order as

\[
\sigma_{\text{parallel}}-\sigma_{\text{antiparallel}}=4\pi r_e^2\,D(x).
\]

At one electron mass, \(D(1)=\tfrac{10}{9}-\ln 3\approx +0.0125\). At two electron masses, \(D(2)=\tfrac{29}{50}-\tfrac38\ln 5\approx -0.0235\). Parallel spins scatter more at the first energy and less at the second, so \(D\) has a zero in between. The change of sign also makes a cancellation over the whole spectrum possible, and with the weight \(1/x\) it is complete:

\[
\int_0^\infty \frac{D(x)}{x}\,dx=0 .
\]

This is the Gerasimov–Drell–Hearn integral for an electron with \(g=2\), with only tree-level Compton scattering in the cross section. The general sum rule relates such an integral to the square of the target's anomalous magnetic moment through a dispersion relation. No dispersion relation is used below: the integral of one explicit function is evaluated directly. The value agrees with the general rule, whose right-hand side is proportional to \(\alpha\kappa^2/m^2\), with the fine-structure constant \(\alpha\) and the anomalous moment \(\kappa=(g-2)/2\). For the electron \(\kappa\) starts at order \(\alpha\), so this side starts at order \(\alpha^3\), while the tree cross section is of order \(\alpha^2\).

```lean
import Mathlib

open Filter Set MeasureTheory Topology

namespace ComptonSumRule

noncomputable section
```

## The cross section difference as a function of photon energy

For \(x>0\) the function is

\[
D(x)=\frac{1+4x+5x^2}{x(1+2x)^2}-\frac{(1+x)\ln(1+2x)}{2x^2}.
\]

In Lean it is `helicityDiff`, a function of a real variable with the factor \(4\pi r_e^2\) removed. The formula enters as a definition. The step from quantum electrodynamics to it, which squares the polarised tree amplitude and integrates over the scattering angle, is physics input and has to be supplied separately.

```lean
/-- The tree-level total Compton cross section for parallel minus that for antiparallel photon and
electron spins, divided by `4π r_e²`, as a function `D(x)` of the photon energy `x > 0` in units of
the electron mass. -/
def helicityDiff (x : ℝ) : ℝ :=
  (1 + 4 * x + 5 * x ^ 2) / (x * (1 + 2 * x) ^ 2)
    - (1 + x) * Real.log (1 + 2 * x) / (2 * x ^ 2)
```

## A primitive from one integration by parts

Write \(w=1+2x\) and \(L=\ln w\). The logarithmic part of \(D(x)/x\) is \(-\frac{1+x}{2x^3}L\), and its prefactor has the simple primitive

\[
\int-\frac{1+x}{2x^3}\,dx=\frac{1}{4x^2}+\frac1{2x}=\frac{w}{4x^2}.
\]

Integration by parts produces the term \(wL/(4x^2)\) and leaves a rational integrand:

\[
\frac{1+4x+5x^2}{x^2w^2}-\frac{w}{4x^2}\cdot\frac{2}{w}
=\frac{1+4x+6x^2}{2x^2w^2}=\frac1{2x^2}+\frac1{w^2}.
\]

Hence a primitive of \(D(x)/x\) is

\[
F(x)=\frac{wL}{4x^2}-\frac1{2x}-\frac1{2w}.
\]

The Lean name for \(F\) is `primitive`. At this point it is only a definition; its derivative is checked further on.

```lean
/-- The candidate primitive of `D(x)/x`, for `x > 0`. -/
def primitive (x : ℝ) : ℝ :=
  (1 + 2 * x) * Real.log (1 + 2 * x) / (4 * x ^ 2) - 1 / (2 * x) - 1 / (2 * (1 + 2 * x))
```

## The logarithm between two rational functions

Near \(x=0\) the two terms of \(D\) diverge, as do the first two terms of \(F\), and in each case the divergences cancel. Two bounds control the cancellation for every \(x>0\):

\[
\frac{2x}{1+x}\le L\le\frac{2x(1+x)}{1+2x}.
\]

For the lower bound, both sides vanish at \(x=0\), and the derivative of the difference is

\[
\frac{2}{1+2x}-\frac{2}{(1+x)^2}=\frac{2x^2}{(1+2x)(1+x)^2}\ge0 .
\]

For the upper bound, put \(y=L\ge0\) into \(y\le\sinh y\). Since \(e^L=w\),

\[
\sinh L=\frac12\left(w-\frac1w\right)=\frac{2x(1+x)}{1+2x}.
\]

The Lean proof takes the lower bound from a Mathlib lemma on \(\ln(1+y)\) with \(y=2x\), and obtains the upper one from the hyperbolic sine as above.

```lean
/-- For `x > 0` the logarithm in the cross section lies between two rational functions. -/
theorem log_bounds {x : ℝ} (hx : 0 < x) : 2 * x / (1 + x) ≤ Real.log (1 + 2 * x) ∧
    Real.log (1 + 2 * x) ≤ 2 * x * (1 + x) / (1 + 2 * x) := by
  have hw : 0 < 1 + 2 * x := by positivity
  constructor
  · have h := Real.le_log_one_add_of_nonneg (show 0 ≤ 2 * x by positivity)
    have e : 2 * x / (1 + x) = 2 * (2 * x) / (2 * x + 2) := by
      rw [div_eq_div_iff (by positivity) (by positivity)]
      ring
    rwa [e]
  · -- `y ≤ sinh y` at `y = ln(1 + 2x)`
    have s := Real.self_le_sinh_iff.2 (Real.log_nonneg (show 1 ≤ 1 + 2 * x by linarith))
    rw [Real.sinh_eq, Real.exp_neg, Real.exp_log hw] at s
    refine s.trans_eq ?_
    field_simp
    ring
```

## An integrable upper bound on the integrand

Since \(\frac{1+4x+5x^2}{x^2w^2}=\frac1{x^2}+\frac1{w^2}\), subtracting \(D(x)/x\) from \(1/w^2\) gives

\[
\frac1{w^2}-\frac{D(x)}x=\frac{(1+x)L}{2x^3}-\frac1{x^2}
=\frac{1+x}{2x^3}\left(L-\frac{2x}{1+x}\right)\ge0 ,
\]

where the last step is the lower bound on the logarithm. So \(D(x)/x\le 1/(1+2x)^2\) for \(x>0\). This one-sided estimate will give integrability without any knowledge of where \(D\) changes sign.

In the code the logarithm is replaced by a free symbol `L`, because the identity is purely rational in \(x\) and \(L\). `field_simp` and `ring` then verify it.

```lean
/-- For `x > 0` the integrand of the sum rule obeys `D(x)/x ≤ 1/(1 + 2x)²`. -/
theorem helicityDiff_div_le {x : ℝ} (hx : 0 < x) :
    helicityDiff x / x ≤ 1 / (1 + 2 * x) ^ 2 := by
  have e : 1 / (1 + 2 * x) ^ 2 - helicityDiff x / x
      = (1 + x) / (2 * x ^ 3) * (Real.log (1 + 2 * x) - 2 * x / (1 + x)) := by
    simp only [helicityDiff]
    generalize Real.log (1 + 2 * x) = L
    field_simp
    ring
  have h := mul_nonneg (show 0 ≤ (1 + x) / (2 * x ^ 3) by positivity)
    (sub_nonneg.2 (log_bounds hx).1)
  linarith
```

## The signs at one and two electron masses

The inequality \(D(1)>0\) means \(\ln3<\tfrac{10}9\), and \(D(2)<0\) means \(\ln5>\tfrac{116}{75}\). Both follow from \(\ln t\le t-1\) and the value of \(\ln2\). With \(t=\tfrac98\),

\[
2\ln3-3\ln2\le\tfrac18\quad\Rightarrow\quad \ln3\le\tfrac1{16}+\tfrac32\ln2<1.103<\tfrac{10}9 .
\]

With \(t=\tfrac45\),

\[
2\ln2-\ln5\le-\tfrac15\quad\Rightarrow\quad \ln5\ge2\ln2+\tfrac15>1.586>\tfrac{116}{75}.
\]

In the Lean proof `a` and `b` are the two logarithm identities, `a'` and `b'` the two inequalities, and `l1` and `l2` Mathlib's decimal bounds on \(\ln2\). `linarith` combines them.

```lean
/-- At `x = 1` the helicity difference is positive, at `x = 2` it is negative. -/
theorem helicityDiff_signs : 0 < helicityDiff 1 ∧ helicityDiff 2 < 0 := by
  have a : Real.log (9 / 8) = 2 * Real.log 3 - 3 * Real.log 2 := by
    rw [Real.log_div (by norm_num) (by norm_num), show (9 : ℝ) = 3 ^ 2 by norm_num,
      show (8 : ℝ) = 2 ^ 3 by norm_num, Real.log_pow, Real.log_pow]
    norm_num
  have b : Real.log (4 / 5) = 2 * Real.log 2 - Real.log 5 := by
    rw [Real.log_div (by norm_num) (by norm_num), show (4 : ℝ) = 2 ^ 2 by norm_num, Real.log_pow]
    norm_num
  have a' := Real.log_le_sub_one_of_pos (show (0 : ℝ) < 9 / 8 by norm_num)
  have b' := Real.log_le_sub_one_of_pos (show (0 : ℝ) < 4 / 5 by norm_num)
  have l1 := Real.log_two_lt_d9
  have l2 := Real.log_two_gt_d9
  unfold helicityDiff
  rw [show (1 : ℝ) + 2 * 1 = 3 by norm_num, show (1 : ℝ) + 2 * 2 = 5 by norm_num]
  constructor <;> linarith
```

## A photon energy at which the two total cross sections are equal

On \([1,2]\) no denominator vanishes and the argument of the logarithm is positive, so \(D\) is continuous there. The intermediate value theorem gives an \(x\) with \(1<x<2\) and \(D(x)=0\). At that energy the tree-level total cross section is the same for parallel and antiparallel spins.

In the statement, `Ioo (1 : ℝ) 2` is the open interval. The theorem gives at least one zero and makes no claim about how many there are.

```lean
/-- The helicity difference vanishes at some photon energy between one and two electron masses. -/
theorem exists_zero : ∃ x ∈ Ioo (1 : ℝ) 2, helicityDiff x = 0 := by
  have hc : ContinuousOn helicityDiff (Icc 1 2) := by
    intro x hx
    have h0 : 0 < x := one_pos.trans_le hx.1
    apply ContinuousAt.continuousWithinAt
    unfold helicityDiff
    fun_prop (disch := positivity)
  exact intermediate_value_Ioo' one_le_two hc ⟨helicityDiff_signs.2, helicityDiff_signs.1⟩
```

## The derivative of the primitive

The derivative of \(w/(4x^2)\) is \(-(1+x)/(2x^3)\), and \(L'=2/w\). Therefore

\[
F'(x)=-\frac{1+x}{2x^3}L+\frac1{2x^2}+\frac1{2x^2}+\frac1{w^2}
=\frac{1+4x+5x^2}{x^2w^2}-\frac{(1+x)L}{2x^3}=\frac{D(x)}x .
\]

`HasDerivAt primitive (helicityDiff x / x) x` says that \(F\) is differentiable at \(x\) with this derivative. The proof assembles the derivative from the product, quotient and logarithm rules, then compares it with \(D(x)/x\) by algebra.

```lean
/-- For `x > 0` the derivative of the primitive is `D(x)/x`. -/
theorem hasDerivAt_primitive {x : ℝ} (hx : 0 < x) :
    HasDerivAt primitive (helicityDiff x / x) x := by
  have hw : 1 + 2 * x ≠ 0 := by positivity
  have i := hasDerivAt_id' x
  have sq : HasDerivAt (fun t : ℝ => t ^ 2) (2 * x) x := by simpa using hasDerivAt_pow 2 x
  have w : HasDerivAt (fun t : ℝ => 1 + 2 * t) 2 x :=
    ((i.const_mul 2).const_add 1).congr_deriv (by ring)
  have o := hasDerivAt_const x (1 : ℝ)
  refine ((((w.fun_mul (w.log hw)).fun_div (sq.const_mul 4) (by positivity)).fun_sub
    (o.fun_div (i.const_mul 2) (by positivity))).fun_sub
    (o.fun_div (w.const_mul 2) (by positivity))).congr_deriv ?_
  simp only [helicityDiff]
  generalize Real.log (1 + 2 * x) = L
  field_simp
  ring
```

## The primitive at low and high energy

The bounds on \(L\) suggest two ways of writing \(F\):

\[
F(x)=\frac{w}{4x^2}\left(L-\frac{2x}{1+x}\right)+\frac{x}{2(1+x)w},
\]
\[
F(x)=\frac xw-\frac{w}{4x^2}\left(\frac{2x(1+x)}{w}-L\right).
\]

The first shows \(F(x)\ge0\), the second \(F(x)\le x/w\le x\). Hence \(F(x)\to0\) as \(x\to0^+\).

For large \(x\), write

\[
F(x)=\frac{\ln w}{w}\left(1+\frac1{2x}\right)^2-\frac1{2x}-\frac1{2w}.
\]

Every term tends to zero, the first because the logarithm grows more slowly than its argument.

In the statement, `𝓝[>] 0` is the approach to zero from positive energies and `atTop` the approach to infinity. The code squeezes \(F\) between 0 and \(x\) for the first limit and adds up the limits `hA`, `hB` and `hC` for the second.

```lean
/-- The primitive tends to zero at low and at high photon energy. -/
theorem primitive_limits :
    Tendsto primitive (𝓝[>] 0) (𝓝 0) ∧ Tendsto primitive atTop (𝓝 0) := by
  constructor
  · -- the logarithm bounds give `0 ≤ primitive x ≤ x`
    have hi : Tendsto (fun t : ℝ => t) (𝓝[>] 0) (𝓝 0) := nhdsWithin_le_nhds
    refine tendsto_of_tendsto_of_tendsto_of_le_of_le' tendsto_const_nhds hi ?_ ?_ <;>
      filter_upwards [self_mem_nhdsWithin] with x hx
    all_goals
      have h0 : 0 < x := hx
      have hk : 0 ≤ (1 + 2 * x) / (4 * x ^ 2) := by positivity
    · have e : primitive x = (1 + 2 * x) / (4 * x ^ 2) * (Real.log (1 + 2 * x) - 2 * x / (1 + x))
          + x / (2 * (1 + x) * (1 + 2 * x)) := by
        simp only [primitive]
        generalize Real.log (1 + 2 * x) = L
        field_simp
        ring
      rw [e]
      exact add_nonneg (mul_nonneg hk (sub_nonneg.2 (log_bounds h0).1)) (by positivity)
    · have e : primitive x = x / (1 + 2 * x) - (1 + 2 * x) / (4 * x ^ 2)
          * (2 * x * (1 + x) / (1 + 2 * x) - Real.log (1 + 2 * x)) := by
        simp only [primitive]
        generalize Real.log (1 + 2 * x) = L
        field_simp
        ring
      have h1 := mul_nonneg hk (sub_nonneg.2 (log_bounds h0).2)
      have h2 : x / (1 + 2 * x) ≤ x := div_le_self h0.le (by linarith)
      linarith
  · have h2 : Tendsto (fun t : ℝ => 2 * t) atTop atTop :=
      tendsto_id.const_mul_atTop two_pos
    have hw : Tendsto (fun t : ℝ => 1 + 2 * t) atTop atTop :=
      tendsto_atTop_add_const_left _ 1 h2
    have hA := Real.isLittleO_log_id_atTop.tendsto_div_nhds_zero.comp hw
    have hB := tendsto_inv_atTop_zero.comp h2
    have hC := tendsto_inv_atTop_zero.comp hw
    have h := ((hA.mul ((hB.add_const 1).pow 2)).sub hB).sub (hC.div_const 2)
    refine Tendsto.congr' ?_ (h.mono_right (le_of_eq (by norm_num)))
    filter_upwards [eventually_gt_atTop 0] with t ht
    have hne : 1 + 2 * t ≠ 0 := by positivity
    simp only [primitive, Function.comp_apply, id_eq]
    generalize Real.log (1 + 2 * t) = L
    field_simp
    ring
```

The same function describes a calculation that stops at a finite photon energy \(X\). The integral from 0 to \(X\) is \(F(X)\), which for large \(X\) behaves as

\[
F(X)\approx\frac{\ln(2X)-\tfrac32}{2X}.
\]

Numerically, \(F(1)\approx0.157\) and \(F(100)\approx0.019\). With the spectrum cut at a hundred electron masses, about an eighth of the value accumulated up to \(X=1\) is still left, and the analytic tail \(-F(X)\) supplies the remainder.

## The sum rule

Integrability comes first. The function \(1/w^2\) is positive and has the primitive \(-1/(2w)\), which is finite at \(x=0\) and tends to zero at infinity, so it is integrable on \((0,\infty)\). The difference \(1/w^2-D(x)/x\) is non-negative by the upper bound above, and its primitive \(-1/(2w)-F(x)\) also has finite limits at both ends, so it is integrable too. Subtracting the second function from the first leaves \(D(x)/x\), which is therefore integrable. The fundamental theorem of calculus then gives

\[
\int_0^\infty\frac{D(x)}x\,dx=\lim_{x\to\infty}F(x)-\lim_{x\to0^+}F(x)=0-0=0 .
\]

In Lean, `IntegrableOn` on `Ioi 0` is absolute integrability over all \(x>0\). It matters as a separate clause because Lean assigns the value 0 to the integral of a non-integrable function, so the equation alone would say little. Since \(d\omega/\omega=dx/x\), the result has the same form in ordinary energy units.

The proof introduces `G`, which is \(F\) with the value 0 assigned at \(x=0\), so that it is continuous from the right there. `h1` and `h2` are the two integrability statements for functions of one sign, `hI` is their difference, and the last lines evaluate the integral from the limits of `G`.

For quantum electrodynamics, the result shows the sum rule for a \(g=2\) electron at work at lowest order, with Compton scattering as the only process and without radiative corrections or pair production.

```lean
/-- Gerasimov–Drell–Hearn sum rule at tree level: `D(x)/x` is integrable over all photon energies
`x > 0`, and its integral vanishes. -/
theorem gerasimov_drell_hearn :
    IntegrableOn (fun x => helicityDiff x / x) (Ioi 0) ∧
      ∫ x in Ioi (0 : ℝ), helicityDiff x / x = 0 := by
  -- extend the primitive continuously to zero energy
  obtain ⟨G, hG⟩ : ∃ G : ℝ → ℝ, G = Function.update primitive 0 0 := ⟨_, rfl⟩
  have hGp : ∀ t, 0 < t → G t = primitive t := fun t ht => by
    rw [hG, Function.update_of_ne ht.ne']
  have hd : ∀ x, 0 < x → HasDerivAt G (helicityDiff x / x) x := fun x hx =>
    (hasDerivAt_primitive hx).congr_of_eventuallyEq (by
      filter_upwards [Ioi_mem_nhds hx] with t ht
      exact hGp t ht)
  have hc0 : ContinuousWithinAt G (Ici 0) 0 := by
    rw [hG, continuousWithinAt_update_same]
    refine primitive_limits.1.mono_left (nhdsWithin_mono 0 fun t ht => ?_)
    exact lt_of_le_of_ne ht.1 fun h => ht.2 h.symm
  have htop : Tendsto G atTop (𝓝 0) := primitive_limits.2.congr' (by
    filter_upwards [eventually_gt_atTop 0] with t ht
    exact (hGp t ht).symm)
  -- the upper bound `1/(1 + 2x)²` and its primitive
  have hq : ∀ x : ℝ, 0 ≤ x →
      HasDerivAt (fun t : ℝ => -1 / (2 * (1 + 2 * t))) (1 / (1 + 2 * x) ^ 2) x := by
    intro x hx
    have w := (((hasDerivAt_id' x).const_mul 2).const_add 1).const_mul 2
    refine ((hasDerivAt_const x (-1 : ℝ)).fun_div w (by positivity)).congr_deriv ?_
    field_simp
    ring
  have qtop : Tendsto (fun t : ℝ => -1 / (2 * (1 + 2 * t))) atTop (𝓝 0) :=
    tendsto_const_nhds.div_atTop ((tendsto_atTop_add_const_left _ 1
      (tendsto_id.const_mul_atTop two_pos)).const_mul_atTop two_pos)
  have qc := (hq 0 le_rfl).continuousAt.continuousWithinAt (s := Ici 0)
  have h1 : IntegrableOn (fun x : ℝ => 1 / (1 + 2 * x) ^ 2) (Ioi 0) :=
    integrableOn_Ioi_deriv_of_nonneg qc (fun x hx => hq x (le_of_lt hx))
      (fun x _ => by positivity) qtop
  have h2 : IntegrableOn (fun x => 1 / (1 + 2 * x) ^ 2 - helicityDiff x / x) (Ioi 0) :=
    integrableOn_Ioi_deriv_of_nonneg (qc.sub hc0)
      (fun x hx => (hq x (le_of_lt hx)).sub (hd x hx))
      (fun x hx => sub_nonneg.2 (helicityDiff_div_le hx)) (qtop.sub htop)
  have hI : IntegrableOn (fun x => helicityDiff x / x) (Ioi 0) :=
    (h1.sub h2).congr_fun (fun x _ => by simp) measurableSet_Ioi
  refine ⟨hI, ?_⟩
  rw [integral_Ioi_of_hasDerivAt_of_tendsto hc0 (fun x hx => hd x hx) hI htop, hG]
  simp

end

end ComptonSumRule
```

```lean
#print axioms ComptonSumRule.exists_zero
-- 'ComptonSumRule.exists_zero' depends on axioms: [propext, Classical.choice, Quot.sound]
#print axioms ComptonSumRule.gerasimov_drell_hearn
-- 'ComptonSumRule.gerasimov_drell_hearn' depends on axioms: [propext, Classical.choice, Quot.sound]
```
